# Radius-ratio bounds for hard-sphere anions in contact with one cation

If $n \ge 1$ non-overlapping spherical anions of radius $R > 0$ in three-dimensional space all touch a cation of radius $r$, then $r/R \ge \sqrt{2(n-1)/n} - 1$, and $r/R \ge \sqrt2 - 1$ as soon as $n \ge 5$. A tetrahedron attains the first bound for $n = 4$, and an octahedron attains the second for $n = 6$.

In Lean 4 with Mathlib:

```lean
import Mathlib

namespace RadiusRatio

variable {E : Type*} [NormedAddCommGroup E] [InnerProductSpace ℝ E]
  {n : ℕ} {r R : ℝ} {c : E} {x : Fin n → E}

/-- Anions of radius `R` centred at `x i` all touch a cation of radius `r` centred at `c`,
and no two anions overlap. -/
structure IsCoordination (r R : ℝ) (c : E) (x : Fin n → E) : Prop where
  contact : ∀ i, ‖x i - c‖ = r + R
  apart : ∀ i j, i ≠ j → 2 * R ≤ ‖x i - x j‖


/-- The squared mutual distances of `n` vectors, summed over ordered pairs, in terms of their
squared lengths and their vector sum. -/
theorem sum_sq_dist (v : Fin n → E) :
    ∑ i, ∑ j, ‖v i - v j‖ ^ 2 = 2 * n * ∑ i, ‖v i‖ ^ 2 - 2 * ‖∑ i, v i‖ ^ 2 := by
  have h : ‖∑ i, v i‖ ^ 2 = ∑ i, ∑ j, inner ℝ (v i) (v j) := by
    rw [← real_inner_self_eq_norm_sq, sum_inner]
    simp_rw [inner_sum]
  rw [h]
  simp only [norm_sub_sq_real, Finset.sum_add_distrib, Finset.sum_sub_distrib,
    ← Finset.mul_sum, Finset.sum_const, Finset.card_univ, Fintype.card_fin, nsmul_eq_mul]
  ring


/-- Lower bound on the radius ratio for `n` anions around a cation, in any dimension. -/
theorem radius_ratio_bound (h : IsCoordination r R c x) (hR : 0 < R) (hn : 0 < n) :
    √(2 * (n - 1) / n) - 1 ≤ r / R := by
  -- every pair of different anions contributes at least (2R)²
  have low : ∑ i : Fin n, ∑ j : Fin n, ((2 * R) ^ 2 - if i = j then (2 * R) ^ 2 else 0)
      ≤ ∑ i, ∑ j, ‖(x i - c) - (x j - c)‖ ^ 2 := by
    refine Finset.sum_le_sum fun i _ => Finset.sum_le_sum fun j _ => ?_
    rw [sub_sub_sub_cancel_right]
    split_ifs with hij
    · rw [sub_self]
      positivity
    · rw [sub_zero]
      exact pow_le_pow_left₀ (by positivity) (h.apart i j hij) 2
  have s := sum_sq_dist (fun i => x i - c)
  simp only [h.contact, Finset.sum_const, Finset.card_univ, Fintype.card_fin,
    nsmul_eq_mul] at s
  simp only [Finset.sum_sub_distrib, Finset.sum_ite_eq, Finset.mem_univ, if_true,
    Finset.sum_const, Finset.card_univ, Fintype.card_fin, nsmul_eq_mul] at low
  rw [s] at low
  have d : 0 ≤ r + R := by
    rw [← h.contact ⟨0, hn⟩]
    exact norm_nonneg _
  have hn' : (0 : ℝ) < n := by exact_mod_cast hn
  have key : 2 * ((n : ℝ) - 1) / n ≤ ((r + R) / R) ^ 2 := by
    rw [div_pow, div_le_div_iff₀ hn' (by positivity)]
    have : (n : ℝ) * (2 * (n - 1) * R ^ 2) ≤ n * ((r + R) ^ 2 * n) := by
      nlinarith [sq_nonneg ‖∑ i, (x i - c)‖]
    exact le_of_mul_le_mul_left this hn'
  have k := Real.sqrt_le_iff.2 ⟨div_nonneg d hR.le, key⟩
  have e : (r + R) / R = r / R + 1 := by rw [add_div, div_self hR.ne']
  linarith


/-- Among more than `D + 1` vectors in `D` dimensions, two different ones enclose no obtuse
angle. -/
theorem exists_nonobtuse_pair [FiniteDimensional ℝ E] (t : Finset E)
    (ht : Module.finrank ℝ E + 1 < t.card) :
    ∃ a ∈ t, ∃ b ∈ t, a ≠ b ∧ 0 ≤ inner ℝ a b := by
  by_contra! H
  obtain ⟨f, hf, hs, y, hy, hy0⟩ :=
    Module.exists_nontrivial_relation_sum_zero_of_finrank_succ_lt_card ht
  obtain ⟨a, ha, fa⟩ := Finset.exists_pos_of_sum_zero_of_exists_nonzero f hs ⟨y, hy, hy0⟩
  obtain ⟨b, hb, fb⟩ := Finset.exists_pos_of_sum_zero_of_exists_nonzero (fun e => -f e)
    (by simp [hs]) ⟨y, hy, by simpa using hy0⟩
  have fb' : f b < 0 := by simpa using fb
  -- the positive and negative parts of the relation give the same vector
  have hu : ∑ e ∈ t, max (f e) 0 • e = ∑ e ∈ t, max (-f e) 0 • e := by
    rw [← sub_eq_zero, ← Finset.sum_sub_distrib]
    refine Eq.trans (Finset.sum_congr rfl fun e _ => ?_) hf
    rw [← sub_smul]
    congr 1
    rcases le_total (f e) 0 with h | h
    · rw [max_eq_right h, max_eq_left (neg_nonneg.2 h)]
      ring
    · rw [max_eq_left h, max_eq_right (neg_nonpos.2 h)]
      ring
  have hpos : 0 ≤ ∑ p ∈ t, ∑ q ∈ t, max (f p) 0 * (max (-f q) 0 * inner ℝ p q) := by
    calc (0 : ℝ) ≤ inner ℝ (∑ e ∈ t, max (f e) 0 • e) (∑ e ∈ t, max (f e) 0 • e) :=
          real_inner_self_nonneg
      _ = inner ℝ (∑ e ∈ t, max (f e) 0 • e) (∑ e ∈ t, max (-f e) 0 • e) := by rw [← hu]
      _ = _ := by
          rw [sum_inner]
          refine Finset.sum_congr rfl fun p _ => ?_
          rw [inner_sum]
          refine Finset.sum_congr rfl fun q _ => ?_
          rw [real_inner_smul_left, real_inner_smul_right]
  have neg : ∀ g : E → ℝ, (∀ p ∈ t, g p ≤ 0) → (∃ p ∈ t, g p < 0) → ∑ p ∈ t, g p < 0 :=
    fun g h1 h2 => by simpa using Finset.sum_lt_sum (g := fun _ => (0 : ℝ)) h1 h2
  have term : ∀ p ∈ t, ∀ q ∈ t, max (f p) 0 * (max (-f q) 0 * inner ℝ p q) ≤ 0 := by
    intro p hp q hq
    by_cases hpq : p = q
    · subst hpq
      rcases le_total (f p) 0 with h | h
      · rw [max_eq_right h, zero_mul]
      · rw [max_eq_right (neg_nonpos.2 h), zero_mul, mul_zero]
    · exact mul_nonpos_iff.2 (Or.inl ⟨le_max_right _ _,
        mul_nonpos_iff.2 (Or.inl ⟨le_max_right _ _, (H p hp q hq hpq).le⟩)⟩)
  have hab : a ≠ b := by
    rintro rfl
    linarith
  refine absurd hpos (not_le_of_gt (neg _ (fun p hp => Finset.sum_nonpos (term p hp))
    ⟨a, ha, neg _ (term a ha) ⟨b, hb, ?_⟩⟩))
  rw [max_eq_left fa.le, max_eq_left (neg_pos.2 fb').le]
  exact mul_neg_of_pos_of_neg fa (mul_neg_of_pos_of_neg (neg_pos.2 fb') (H a ha b hb hab))

/-- With at least `D + 2` anions in `D` dimensions the radius ratio is at least `√2 - 1`. -/
theorem radius_ratio_crowded [FiniteDimensional ℝ E] (h : IsCoordination r R c x)
    (hR : 0 < R) (hn : Module.finrank ℝ E + 2 ≤ n) : √2 - 1 ≤ r / R := by
  have inj : Function.Injective (fun i => x i - c) := by
    intro i j hij
    by_contra hne
    have a := h.apart i j hne
    have e : x i = x j := sub_left_injective hij
    rw [e, sub_self, norm_zero] at a
    linarith
  obtain ⟨a, ha, b, hb, hab, hp⟩ := exists_nonobtuse_pair (Finset.univ.map ⟨_, inj⟩)
    (by rw [Finset.card_map, Finset.card_univ, Fintype.card_fin]; omega)
  simp only [Finset.mem_map, Finset.mem_univ, true_and, Function.Embedding.coeFn_mk] at ha hb
  obtain ⟨i, rfl⟩ := ha
  obtain ⟨j, rfl⟩ := hb
  have hij : i ≠ j := by
    rintro rfl
    exact hab rfl
  -- law of cosines for two bonds at an angle of at most 90 degrees
  have q := norm_sub_sq_real (x i - c) (x j - c)
  rw [sub_sub_sub_cancel_right, h.contact, h.contact] at q
  have a := pow_le_pow_left₀ (by positivity) (h.apart i j hij) 2
  have d : 0 ≤ r + R := by
    rw [← h.contact i]
    exact norm_nonneg _
  have key : 2 ≤ ((r + R) / R) ^ 2 := by
    rw [div_pow, le_div_iff₀ (by positivity)]
    nlinarith
  have k := Real.sqrt_le_iff.2 ⟨div_nonneg d hR.le, key⟩
  have e : (r + R) / R = r / R + 1 := by rw [add_div, div_self hR.ne']
  linarith

/-- Radius-ratio rule in space: `n` anions around a cation need `r/R ≥ √(2(n-1)/n) - 1`, and
five or more need `r/R ≥ √2 - 1`. -/
theorem radius_ratio_rule {c : EuclideanSpace ℝ (Fin 3)} {x : Fin n → EuclideanSpace ℝ (Fin 3)}
    (h : IsCoordination r R c x) (hR : 0 < R) (hn : 0 < n) :
    √(2 * (n - 1) / n) - 1 ≤ r / R ∧ (5 ≤ n → √2 - 1 ≤ r / R) := by
  refine ⟨radius_ratio_bound h hR hn, fun h5 => radius_ratio_crowded h hR ?_⟩
  rw [finrank_euclideanSpace_fin]
  omega

/-- Four alternate corners of a cube centred at the origin. -/
noncomputable def tetrahedron : Fin 4 → EuclideanSpace ℝ (Fin 3) :=
  ![!₂[1, 1, 1], !₂[1, -1, -1], !₂[-1, 1, -1], !₂[-1, -1, 1]]

/-- The six unit points on the coordinate axes. -/
noncomputable def octahedron : Fin 6 → EuclideanSpace ℝ (Fin 3) :=
  ![!₂[1, 0, 0], !₂[-1, 0, 0], !₂[0, 1, 0], !₂[0, -1, 0], !₂[0, 0, 1], !₂[0, 0, -1]]

/-- The tetrahedron is a coordination shell that attains the bound for four anions. -/
theorem tetrahedron_witness : IsCoordination (√3 - √2) (√2) 0 tetrahedron ∧
    (√3 - √2) / √2 = √(2 * (4 - 1) / 4) - 1 := by
  have key : ∀ i j, i ≠ j → (8 : ℝ) ≤ ∑ k, (tetrahedron i k - tetrahedron j k) ^ 2 := by
    intro i j
    fin_cases i <;> fin_cases j <;> simp [tetrahedron, Fin.sum_univ_three] <;> norm_num
  refine ⟨⟨fun i => ?_, fun i j hij => ?_⟩, ?_⟩
  · rw [sub_zero, sub_add_cancel, EuclideanSpace.norm_eq]
    fin_cases i <;> simp [tetrahedron, Fin.sum_univ_three] <;> norm_num
  · rw [EuclideanSpace.norm_eq]
    apply Real.le_sqrt_of_sq_le
    rw [mul_pow, Real.sq_sqrt (by norm_num)]
    simp only [PiLp.sub_apply, Real.norm_eq_abs, sq_abs]
    linarith [key i j hij]
  · rw [show (2 * (4 - 1) / 4 : ℝ) = 3 / 2 by norm_num, Real.sqrt_div (by norm_num),
      sub_div, div_self (by positivity)]

/-- The octahedron is a coordination shell of six anions with radius ratio `√2 - 1`. -/
theorem octahedron_witness : IsCoordination (1 - √2 / 2) (√2 / 2) 0 octahedron ∧
    (1 - √2 / 2) / (√2 / 2) = √2 - 1 := by
  have h2 : √2 ^ 2 = 2 := Real.sq_sqrt (by norm_num)
  have key : ∀ i j, i ≠ j → (2 : ℝ) ≤ ∑ k, (octahedron i k - octahedron j k) ^ 2 := by
    intro i j
    fin_cases i <;> fin_cases j <;> simp [octahedron, Fin.sum_univ_three] <;> norm_num
  refine ⟨⟨fun i => ?_, fun i j hij => ?_⟩, ?_⟩
  · rw [sub_zero, sub_add_cancel, EuclideanSpace.norm_eq]
    fin_cases i <;> simp [octahedron, Fin.sum_univ_three]
  · rw [EuclideanSpace.norm_eq]
    apply Real.le_sqrt_of_sq_le
    simp only [PiLp.sub_apply, Real.norm_eq_abs, sq_abs]
    linarith [key i j hij, show (2 * (√2 / 2)) ^ 2 = 2 by linear_combination h2]
  · rw [div_eq_iff (by positivity)]
    linear_combination (-1 / 2) * h2

end RadiusRatio
```

```lean
#print axioms RadiusRatio.radius_ratio_bound
-- 'RadiusRatio.radius_ratio_bound' depends on axioms: [propext, Classical.choice, Quot.sound]
#print axioms RadiusRatio.radius_ratio_rule
-- 'RadiusRatio.radius_ratio_rule' depends on axioms: [propext, Classical.choice, Quot.sound]
```

## Ions as hard spheres

The structure `IsCoordination r R c x` describes one coordination shell. The cation sits at `c`, and the anion centres are `x i`, with the label `i` running over the $n$ elements of `Fin n`. There are two conditions:

- `contact` puts every anion centre at distance $r + R$ from `c`. It stands for attraction that has pulled each anion in until it meets the cation.
- `apart` keeps different anion centres at least $2R$ from each other. It stands for the short-range repulsion between closed electron shells, idealised as a hard wall.

The main theorem, `radius_ratio_rule`, takes such a shell in `EuclideanSpace ℝ (Fin 3)` with `0 < R` and `0 < n`, and returns both inequalities. In `√(2 * (n - 1) / n)` the number `n` is read as a real, so the subtraction is the ordinary one. No sign is assumed for $r$; from $n = 2$ on, the first bound itself gives $r \ge 0$.

The textbook radius-ratio rule is used to predict coordination numbers. The theorem gives a necessary condition on the radii: it excludes coordination numbers that are too high for a small cation, but does not say which of the remaining ones a crystal adopts. That depends on energies, and real ions are neither rigid nor exactly spherical.

For large shells the bound is also weaker than the familiar table. At $n = 8$ it still reads $r/R \ge \sqrt2 - 1 \approx 0.414$, whereas the tabulated $\sqrt3 - 1 \approx 0.732$ belongs to the cube in particular.

## Summing all anion–anion distances

Write $v_i = x_i - c$ for the bond vectors, $d = r + R$ for their common length and $S = \sum_i v_i$ for their sum. Expanding each square gives

$$\|v_i - v_j\|^2 = \|v_i\|^2 + \|v_j\|^2 - 2\langle v_i, v_j\rangle .$$

Now sum over all ordered pairs. Each of the first two terms contributes $n\sum_i \|v_i\|^2$, and the inner products add up to $\|S\|^2$. Hence

$$\sum_{i,j}\|v_i - v_j\|^2 = 2n\sum_i\|v_i\|^2 - 2\|S\|^2 = 2n^2d^2 - 2\|S\|^2 .$$

The first equality is `sum_sq_dist`, which holds for any vectors; the second uses contact.

There are $n(n-1)$ ordered pairs of different anions, and each contributes at least $(2R)^2$. Therefore

$$4n(n-1)R^2 \le 2n^2d^2 - 2\|S\|^2 \le 2n^2d^2, \qquad\text{so}\qquad \frac{d^2}{R^2} \ge \frac{2(n-1)}{n}.$$

Since $d \ge 0$, taking the root gives $d/R \ge \sqrt{2(n-1)/n}$, and $d/R = r/R + 1$ finishes the argument.

The proof of `radius_ratio_bound` follows the same path. The step `low` is the lower estimate of the double sum, with an `if` that removes the diagonal $i = j$. The step `key` drops $\|S\|^2$ and cancels a factor $n$, and `Real.sqrt_le_iff` takes the root. The dimension of space never enters.

The smallest cases are easy to picture. For $n = 1$ the bound is $r/R \ge -1$, which only repeats $d \ge 0$. For $n = 2$ it is $r/R \ge 0$, and the limit is a point cation squeezed between two touching anions. For $n = 3$ it is about $0.155$. As $n$ grows, the expression rises towards $\sqrt2 - 1$ without reaching it, so from $n = 5$ on the second bound is the stronger one.

## Five bonds in space cannot all be mutually obtuse

The second bound rests on a fact about directions: among more than $D + 1$ vectors in $D$ dimensions, two different ones have a non-negative inner product. This is `exists_nonobtuse_pair`.

Suppose instead that all inner products between different vectors $e$ of the set are negative. Append a coordinate $1$ to each vector. This gives more than $D + 1$ vectors in $D + 1$ dimensions, so they are linearly dependent: there are coefficients $f_e$, not all zero, with

$$\sum_e f_e\, e = 0, \qquad \sum_e f_e = 0 .$$

Because the coefficients sum to zero, at least one is positive and at least one is negative. Let $f_e^+ = \max(f_e, 0)$ and $f_e^- = \max(-f_e, 0)$. Moving the negative part to the other side gives one vector written in two ways,

$$u = \sum_p f_p^+\, p = \sum_q f_q^-\, q,$$

and therefore

$$0 \le \|u\|^2 = \sum_{p,q} f_p^+ f_q^- \langle p, q\rangle .$$

The terms with $p = q$ vanish, since no coefficient is both positive and negative. All others are at most zero, and the term that pairs a positive coefficient with a negative one is strictly negative. The sum is then negative, which is a contradiction.

In the code, `hu` states the two forms of $u$, `hpos` is the displayed inequality, `term` gives the sign of each summand, and `a` and `b` are the vectors that make the sum strictly negative.

In `radius_ratio_crowded` this is applied to the bond vectors. They are first shown to be distinct (`inj`), because a `Finset` would merge equal ones and the count would fail. For the pair $i \ne j$ that the lemma supplies, the law of cosines gives

$$4R^2 \le \|v_i - v_j\|^2 = 2d^2 - 2\langle v_i, v_j\rangle \le 2d^2 .$$

So $d/R \ge \sqrt2$, which is $r/R \ge \sqrt2 - 1$. The theorem needs $n \ge D + 2$, and in space that means five anions.

## The tetrahedron and the octahedron at the limit

`tetrahedron` uses four alternate corners of a cube, at distance $\sqrt3$ from the centre and $2\sqrt2$ from each other. With $R = \sqrt2$ and $r = \sqrt3 - \sqrt2$ all contacts are met, and $r/R = \sqrt{3/2} - 1 \approx 0.225$. Scaled to unit bond length, the radii are $R = \sqrt{2/3} \approx 0.816$ and $r = 1 - \sqrt{2/3} \approx 0.184$.

`octahedron` has unit bonds along the axes and nearest anions $\sqrt2$ apart, so $R = \sqrt2/2$, $r = 1 - \sqrt2/2$ and $r/R = \sqrt2 - 1$. Taking away one of its anions leaves a valid shell of five at the same ratio, so a fifth anion already needs as large a cation as a sixth.

Both witness theorems check `apart` by running through every pair of labels with `fin_cases` and comparing squared distances.

## Screening a structure with fixed radii

In a script that builds or filters ionic structures, the rule becomes a comparison made before any energy is computed. It is valid for hard spheres of fixed radii when every counted anion touches the cation; a shell of six around a small cation that sits loosely in its hole is not excluded. For $r/R = 0.30$, four anions in contact pass, since $0.30 \ge 0.225$, while five or more in contact are excluded, since $0.30 < 0.414$. Tabulated ionic radii usually depend on the coordination number, so $r$ should be the value listed for the $n$ being tested.

The distance identity is useful in code as well. For a finite cluster it yields the sum of all squared pair distances from $\sum_i\|v_i\|^2$ and $S$, with one pass over the atoms in place of a double loop. It does not carry over to minimum-image distances in a periodic cell, since these are in general not the differences of one fixed set of vectors.
